# Continuous energies and slopes on a compact space: the minimum energy is differentiable exactly where all minimisers share one slope

Take a system with only two configurations, whose energies depend on a parameter t as t and −t. The lower of the two is V(t) = −|t|. At t = 0 both configurations are minimisers, one with slope +1 and the other with slope −1, and V has a kink there.

Now let the energies be t and t + t³. They also cross at t = 0, and the minimiser changes there, but both slopes equal 1. The minimum is V(t) = t + min(0, t³), which has derivative 1 at t = 0. So a degeneracy produces a kink only if the degenerate configurations respond differently to the parameter.

The physical question is when a lowest energy has a well-defined first-order response, such as a force or a magnetisation. The criterion of the two-configuration case carries over to any nonempty compact space X of configurations, if the energy f(x,t) and its slope f_t(x,t) = ∂f/∂t are continuous in x and t together.

```lean
import Mathlib

open Set Filter Topology

namespace EnvelopeDifferentiability

noncomputable section
```

Everything below is classical minimisation over X. A finite set of configurations is allowed, and so is a continuum such as a closed interval. No distance on X is needed.

## The minimum energy and its minimisers

```lean
/-- The minimum energy at parameter `t`: the infimum of `f x t` over all configurations `x`. -/
def groundEnergy {X : Type*} (f : X → ℝ → ℝ) (t : ℝ) : ℝ := ⨅ x, f x t
```

This is V(t) = inf over x of f(x,t). The Lean name is `groundEnergy`, although no Hamiltonian operator is involved. The type `X → ℝ → ℝ` says that f takes a configuration, then a parameter value, and returns a real energy.

```lean
/-- The configuration `x` minimises the energy at parameter `t`. -/
def IsGround {X : Type*} (f : X → ℝ → ℝ) (t : ℝ) (x : X) : Prop := ∀ y, f x t ≤ f y t
```

`IsGround f t x` says that f(x,t) ≤ f(y,t) for every configuration y. Several x may satisfy this at the same t.

```lean
/-- The minimum energy is the energy of any minimising configuration. -/
theorem groundEnergy_eq {X : Type*} {f : X → ℝ → ℝ} {t : ℝ} {x : X}
    (h : IsGround f t x) : groundEnergy f t = f x t := by
  have : Nonempty X := ⟨x⟩
  have hb : BddBelow (range fun y => f y t) := ⟨f x t, by rintro _ ⟨y, rfl⟩; exact h y⟩
  unfold groundEnergy
  exact le_antisymm (ciInf_le hb x) (le_ciInf h)
```

If x is a minimiser at t, then V(t) = f(x,t). By hand, the infimum is at most f(x,t), because x is one of the competitors. It is also at least f(x,t), because f(x,t) is a lower bound for all energies. The lemmas `ciInf_le` and `le_ciInf` are these two inequalities, and `le_antisymm` joins them.

```lean
variable {X : Type*} [TopologicalSpace X] [CompactSpace X]

/-- On a nonempty compact configuration space a continuous energy has a minimiser at every
parameter value. -/
theorem exists_isGround [Nonempty X] {f : X → ℝ → ℝ}
    (hf : Continuous fun p : X × ℝ => f p.1 p.2) (t : ℝ) : ∃ x, IsGround f t x := by
  have hc : Continuous fun x => f x t :=
    hf.comp (continuous_id.prodMk continuous_const : Continuous fun x : X => (x, t))
  obtain ⟨x, -, hx⟩ := isCompact_univ.exists_isMinOn univ_nonempty hc.continuousOn
  exact ⟨x, fun y => hx (mem_univ y)⟩
```

From here on X is compact. At fixed t the energy is a continuous function of x, and a continuous function on a nonempty compact space attains its minimum. The hypothesis `hf` is joint continuity, stated for the pair `p` = (x,t).

## One error bound for all configurations

```lean
/-- If the parameter derivative `f'` of the energy is jointly continuous and the configuration
space is compact, the first-order expansion in the parameter is uniform over configurations. -/
theorem uniform_expansion {f f' : X → ℝ → ℝ}
    (hf' : Continuous fun p : X × ℝ => f' p.1 p.2)
    (hd : ∀ x t, HasDerivAt (f x) (f' x t) t) (t₀ : ℝ) {ε : ℝ} (hε : 0 < ε) :
    ∀ᶠ t in 𝓝 t₀, ∀ x, |f x t - f x t₀ - f' x t₀ * (t - t₀)| ≤ ε * |t - t₀| := by
  have h1 : Continuous fun z : ℝ × X => f' z.2 z.1 :=
    hf'.comp (continuous_snd.prodMk continuous_fst : Continuous fun z : ℝ × X => (z.2, z.1))
  have h2 : Continuous fun z : ℝ × X => f' z.2 t₀ :=
    hf'.comp (continuous_snd.prodMk continuous_const : Continuous fun z : ℝ × X => (z.2, t₀))
  -- compactness makes the slopes vary uniformly little near `t₀`
  have key : ∀ᶠ s in 𝓝 t₀, ∀ x ∈ (univ : Set X), |f' x s - f' x t₀| < ε := by
    refine isCompact_univ.eventually_forall_of_forall_eventually
      (P := fun s x => |f' x s - f' x t₀| < ε) (fun y _ => ?_)
    refine (isOpen_lt (h1.sub h2).abs continuous_const).mem_nhds ?_
    show |f' y t₀ - f' y t₀| < ε
    simpa using hε
  obtain ⟨δ, hδ, hb⟩ := Metric.eventually_nhds_iff_ball.1 key
  filter_upwards [Metric.ball_mem_nhds t₀ hδ] with t ht x
  -- mean value inequality for the energy minus its linear part
  have hm := Convex.norm_image_sub_le_of_norm_hasDerivWithin_le
    (f := fun s => f x s - f' x t₀ * s) (f' := fun s => f' x s - f' x t₀) (C := ε)
    (fun s _ => (((hd x s).fun_sub ((hasDerivAt_id' s).const_mul (f' x t₀))).congr_deriv
      (by ring)).hasDerivWithinAt)
    (fun s hs => (hb s hs x (mem_univ x)).le)
    (convex_ball t₀ δ) (Metric.mem_ball_self hδ) ht
  have e : f x t - f x t₀ - f' x t₀ * (t - t₀)
      = f x t - f' x t₀ * t - (f x t₀ - f' x t₀ * t₀) := by ring
  rw [e]
  simpa only [Real.norm_eq_abs] using hm
```

In Lean `f'` is just the name of a second function. The hypothesis `hd` makes it the slope f_t, for every x and every t. The phrase `∀ᶠ t in 𝓝 t₀` means "for all t close enough to t₀". Since `∀ x` comes after it, the same closeness serves every configuration. The statement is that, for any ε > 0 and all such t,

|f(x,t) − f(x,t₀) − f_t(x,t₀)(t − t₀)| ≤ ε|t − t₀| for all x.

By hand, the difference f_t(x,s) − f_t(x,t₀) vanishes at s = t₀. By continuity, each configuration y has a neighbourhood, and t₀ an interval around it, on which the difference stays below ε in size. Finitely many of these neighbourhoods cover X, and the shortest of their intervals gives one δ for all x. This is `key`.

Now fix x and put g(s) = f(x,s) − f_t(x,t₀)s. For |s − t₀| < δ its derivative is at most ε in size, so the mean value inequality gives |g(t) − g(t₀)| ≤ ε|t − t₀|. That is the claim, and it is the step `hm`.

## New minimisers stay close to old ones

```lean
/-- For a continuous energy on a nonempty compact space, an open set containing all minimisers
at `t₀` contains all minimisers at every `t` close enough to `t₀`. -/
theorem minimisers_stable [Nonempty X] {f : X → ℝ → ℝ}
    (hf : Continuous fun p : X × ℝ => f p.1 p.2) {t₀ : ℝ} {U : Set X} (hU : IsOpen U)
    (hm : ∀ x, IsGround f t₀ x → x ∈ U) :
    ∀ᶠ t in 𝓝 t₀, ∀ x, IsGround f t x → x ∈ U := by
  obtain ⟨x₀, hx₀⟩ := exists_isGround hf t₀
  have h1 : Continuous fun z : ℝ × X => f x₀ z.1 :=
    hf.comp (continuous_const.prodMk continuous_fst : Continuous fun z : ℝ × X => (x₀, z.1))
  have h2 : Continuous fun z : ℝ × X => f z.2 z.1 :=
    hf.comp (continuous_snd.prodMk continuous_fst : Continuous fun z : ℝ × X => (z.2, z.1))
  have key : ∀ᶠ t in 𝓝 t₀, ∀ x ∈ (univ : Set X), f x t ≤ f x₀ t → x ∈ U := by
    refine isCompact_univ.eventually_forall_of_forall_eventually
      (P := fun t x => f x t ≤ f x₀ t → x ∈ U) (fun y _ => ?_)
    by_cases hy : y ∈ U
    · filter_upwards [(hU.preimage continuous_snd).mem_nhds
        (show (t₀, y) ∈ Prod.snd ⁻¹' U from hy)] with z hz _
      exact hz
    · -- outside `U` the energy lies strictly above the minimum, also for nearby parameters
      have hlt : f x₀ t₀ < f y t₀ := by
        by_contra hn
        exact hy (hm y fun w => (not_lt.1 hn).trans (hx₀ w))
      filter_upwards [(isOpen_lt h1 h2).mem_nhds hlt] with z hz h
      exact absurd h (not_le_of_gt hz)
  filter_upwards [key] with t ht x hx
  exact ht x (mem_univ x) (hx x₀)
```

Let U be an open set containing every minimiser at t₀. Then U contains every minimiser at t, once t is close enough to t₀.

Pick one minimiser x₀ at t₀. A configuration y outside U is not a minimiser at t₀, so f(x₀,t₀) < f(y,t₀). By continuity this strict inequality persists for configurations near y and parameters near t₀. A configuration y inside U has U itself as a neighbourhood. The two cases are the branches of `by_cases`, and compactness again provides one interval of t for all of X.

For t in that interval, any x with f(x,t) ≤ f(x₀,t) lies in U. A minimiser at t satisfies this inequality by definition.

## The derivative and the common slope

```lean
/-- Let the energy and its parameter derivative `f'` be jointly continuous on a nonempty compact
configuration space. The minimum energy has derivative `d` at `t₀` if and only if `f'` equals `d`
at every minimiser. -/
theorem hasDerivAt_groundEnergy_iff [Nonempty X] {f f' : X → ℝ → ℝ}
    (hf : Continuous fun p : X × ℝ => f p.1 p.2)
    (hf' : Continuous fun p : X × ℝ => f' p.1 p.2)
    (hd : ∀ x t, HasDerivAt (f x) (f' x t) t) (t₀ d : ℝ) :
    HasDerivAt (groundEnergy f) d t₀ ↔ ∀ x, IsGround f t₀ x → f' x t₀ = d := by
  constructor
  · intro hV x hx
    -- the gap between the energy of `x` and the minimum energy is smallest at `t₀`
    have hmin : IsLocalMin (fun s => f x s - groundEnergy f s) t₀ := by
      refine Filter.Eventually.of_forall fun s => ?_
      obtain ⟨y, hy⟩ := exists_isGround hf s
      have h1 := groundEnergy_eq hx
      have h2 := groundEnergy_eq hy
      have h3 := hy x
      show f x t₀ - groundEnergy f t₀ ≤ f x s - groundEnergy f s
      linarith
    have h0 := hmin.hasDerivAt_eq_zero ((hd x t₀).fun_sub hV)
    linarith
  · intro h
    obtain ⟨x₀, hx₀⟩ := exists_isGround hf t₀
    rw [hasDerivAt_iff_isLittleO, Asymptotics.isLittleO_iff]
    intro ε hε
    have hc : Continuous fun x => f' x t₀ :=
      hf'.comp (continuous_id.prodMk continuous_const : Continuous fun x : X => (x, t₀))
    have hU : IsOpen {x | |f' x t₀ - d| < ε / 2} :=
      isOpen_lt (hc.sub continuous_const).abs continuous_const
    have hmU : ∀ x, IsGround f t₀ x → x ∈ {x | |f' x t₀ - d| < ε / 2} := by
      intro x hx
      show |f' x t₀ - d| < ε / 2
      rw [h x hx, sub_self, abs_zero]
      exact half_pos hε
    filter_upwards [minimisers_stable hf hU hmU,
      uniform_expansion hf' hd t₀ (half_pos hε)] with t hs he
    obtain ⟨x, hx⟩ := exists_isGround hf t
    have hq : |f' x t₀ - d| < ε / 2 := hs x hx
    have hp : |(f' x t₀ - d) * (t - t₀)| ≤ ε / 2 * |t - t₀| := by
      rw [abs_mul]
      exact mul_le_mul_of_nonneg_right hq.le (abs_nonneg _)
    -- the old minimiser bounds the change from above, the new one from below
    have hu := abs_le.1 (he x₀)
    rw [h x₀ hx₀] at hu
    have hl := abs_le.1 (he x)
    have hp' := abs_le.1 hp
    have h1 := hx x₀
    have h2 := hx₀ x
    have h3 : 0 ≤ ε * |t - t₀| := by positivity
    rw [groundEnergy_eq hx, groundEnergy_eq hx₀, Real.norm_eq_abs, Real.norm_eq_abs,
      smul_eq_mul, abs_le]
    constructor
    · linarith [hl.1, hp'.1]
    · linarith [hu.2]
```

The theorem says that V′(t₀) = d if and only if f_t(x,t₀) = d for every minimiser x at t₀.

**From the derivative to the slopes.** Let V′(t₀) = d and let x be a minimiser at t₀. The gap f(x,s) − V(s) is never negative, and it is zero at s = t₀. It therefore has a minimum there, so its derivative vanishes:

f_t(x,t₀) − d = 0.

In Lean, `hmin` records the minimum and `h0` the vanishing derivative.

**From the slopes to the derivative.** Suppose all minimisers at t₀ have slope d, and let ε > 0. Let U be the open set of configurations with |f_t(x,t₀) − d| < ε/2. It contains all minimisers at t₀, so for t near t₀ it contains the minimisers at t as well. Write h = t − t₀, let x₀ be a minimiser at t₀ and x a minimiser at t. The uniform expansion is used with ε/2.

The old minimiser gives an upper bound, since V(t) ≤ f(x₀,t):

V(t) − V(t₀) ≤ f(x₀,t) − f(x₀,t₀) ≤ dh + (ε/2)|h|.

The new minimiser gives a lower bound, since V(t₀) ≤ f(x,t₀):

V(t) − V(t₀) ≥ f(x,t) − f(x,t₀) ≥ f_t(x,t₀)h − (ε/2)|h| ≥ dh − ε|h|.

Together they give |V(t) − V(t₀) − dh| ≤ ε|h|, which is the definition of V′(t₀) = d. The letter `h` in Lean is the hypothesis on the slopes, not this increment. The bounds `hu` and `hl` come from the expansions at x₀ and x, `hp` accounts for the slope of x differing from d, and `linarith` adds the inequalities.

```lean
/-- Let the energy and its parameter derivative `f'` be jointly continuous on a nonempty compact
configuration space. The minimum energy is differentiable at `t₀` if and only if `f'` takes the
same value at all minimisers. -/
theorem differentiableAt_groundEnergy_iff [Nonempty X] {f f' : X → ℝ → ℝ}
    (hf : Continuous fun p : X × ℝ => f p.1 p.2)
    (hf' : Continuous fun p : X × ℝ => f' p.1 p.2)
    (hd : ∀ x t, HasDerivAt (f x) (f' x t) t) (t₀ : ℝ) :
    DifferentiableAt ℝ (groundEnergy f) t₀ ↔
      ∀ x y, IsGround f t₀ x → IsGround f t₀ y → f' x t₀ = f' y t₀ := by
  constructor
  · intro hV x y hx hy
    have h := (hasDerivAt_groundEnergy_iff hf hf' hd t₀ _).1 hV.hasDerivAt
    rw [h x hx, h y hy]
  · intro h
    obtain ⟨x₀, hx₀⟩ := exists_isGround hf t₀
    exact ((hasDerivAt_groundEnergy_iff hf hf' hd t₀ (f' x₀ t₀)).2
      fun x hx => h x x₀ hx hx₀).differentiableAt
```

Here d has disappeared: V is differentiable at t₀ if and only if any two minimisers x and y at t₀ have f_t(x,t₀) = f_t(y,t₀). In one direction both slopes equal V′(t₀). In the other, a minimiser x₀ exists, and its slope serves as d.

For a quantum system with a finite-dimensional state space and a Hamiltonian H(t) with continuous derivative H′(t), one can take X to be the unit sphere and f(ψ,t) = ⟨ψ|H(t)|ψ⟩. The criterion then says when the ground-state energy has a Hellmann–Feynman derivative: ⟨ψ|H′(t₀)|ψ⟩ must be the same for all normalised ground states ψ. This substitution is made here in prose and has not been formalised.

## A magnet at zero field

```lean
/-- Energy `A m² - B m` of a classical magnet whose scaled magnetisation component along the field
is `m`, between -1 and 1, with anisotropy `A` and field `B`. -/
def magnetEnergy (A : ℝ) (m : Icc (-1 : ℝ) 1) (B : ℝ) : ℝ := A * (m : ℝ) ^ 2 - B * (m : ℝ)
```

The configuration is the magnetisation m along the field, scaled to lie in [−1,1], and the parameter is now the field B:

E(m,B) = Am² − Bm.

A and B are both energies: B stands for the magnetic field multiplied by the saturated magnetic moment of the magnet. The constant A stands for the energy cost of magnetisation along the field axis. Many textbooks give the anisotropy constant the opposite sign, so that a positive value favours this axis; here a positive `A` disfavours it.

```lean
/-- The minimum energy of the magnet is differentiable in the field at zero field if and only if
the anisotropy `A` is positive. -/
theorem magnet_differentiableAt_iff (A : ℝ) :
    DifferentiableAt ℝ (groundEnergy (magnetEnergy A)) 0 ↔ 0 < A := by
  have : Nonempty (Icc (-1 : ℝ) 1) := ⟨⟨0, by norm_num, by norm_num⟩⟩
  have hd : ∀ (m : Icc (-1 : ℝ) 1) (B : ℝ), HasDerivAt (magnetEnergy A m) (-(m : ℝ)) B := by
    intro m B
    have h := ((hasDerivAt_id' B).mul_const (m : ℝ)).const_sub (A * (m : ℝ) ^ 2)
    exact h.congr_deriv (by ring)
  rw [differentiableAt_groundEnergy_iff (f := magnetEnergy A)
    (f' := fun (m : Icc (-1 : ℝ) 1) (_ : ℝ) => -(m : ℝ))
    (by unfold magnetEnergy; fun_prop) (by fun_prop) hd 0]
  constructor
  · intro h
    by_contra hA
    -- without positive anisotropy both saturated states are minimisers
    have hg : ∀ m : Icc (-1 : ℝ) 1, (m : ℝ) ^ 2 = 1 → IsGround (magnetEnergy A) 0 m := by
      intro m hm y
      have hy : (y : ℝ) ^ 2 ≤ 1 := by nlinarith [y.2.1, y.2.2]
      unfold magnetEnergy
      rw [hm]
      nlinarith [mul_nonneg (neg_nonneg.2 (not_lt.1 hA)) (sub_nonneg.2 hy)]
    have h1 := h ⟨1, by norm_num, by norm_num⟩ ⟨-1, by norm_num, by norm_num⟩
      (hg _ (by norm_num)) (hg _ (by norm_num))
    norm_num at h1
  · intro hA
    -- with positive anisotropy every minimiser at zero field has `m = 0`
    have hz : ∀ m : Icc (-1 : ℝ) 1, IsGround (magnetEnergy A) 0 m → (m : ℝ) = 0 := by
      intro m hm
      have h0 := hm ⟨0, by norm_num, by norm_num⟩
      simp only [magnetEnergy] at h0
      have h1 : (m : ℝ) ^ 2 ≤ 0 := by
        by_contra hn
        nlinarith [mul_pos hA (not_le.1 hn)]
      exact pow_eq_zero_iff (two_ne_zero) |>.1 (le_antisymm h1 (sq_nonneg _))
    intro x y hx hy
    show -(x : ℝ) = -(y : ℝ)
    rw [hz x hx, hz y hy]

end

end EnvelopeDifferentiability
```

The minimum energy is differentiable in B at B = 0 if and only if A > 0. The slope is ∂E/∂B = −m, which `hd` establishes, and at B = 0 the energy is Am².

If A ≤ 0, then Am² ≥ A for all allowed m, so m = 1 and m = −1 are both minimisers. Their slopes are −1 and +1, and differentiability fails. The step `hg` shows that these saturated states are minimisers. If A > 0, comparison with m = 0 gives Am² ≤ 0 for any minimiser, so m = 0. This is `hz`, and with a single minimiser the slopes agree trivially.

Numbers show the difference. For A = 1 and B = 0.2,

E = m² − 0.2m = (m − 0.1)² − 0.01,

so V(0.2) = −0.01, and by symmetry V(−0.2) = −0.01. With V(0) = 0, the difference quotients are −0.05 and +0.05, and they shrink to zero with the field. For A = −1 the minimum is at m = 1 when B = 0.2 and at m = −1 when B = −0.2, so V(±0.2) = −1.2, while V(0) = −1. The quotients are −1 and +1, and they keep these values however small the field is.

To apply this to a real magnet, one must also assume that it reaches the global minimum at each field. A magnet with hysteresis can remain in a metastable state instead.

```lean
#print axioms EnvelopeDifferentiability.differentiableAt_groundEnergy_iff
#print axioms EnvelopeDifferentiability.magnet_differentiableAt_iff
```

```
'EnvelopeDifferentiability.differentiableAt_groundEnergy_iff' depends on axioms: [propext, Classical.choice, Quot.sound]
'EnvelopeDifferentiability.magnet_differentiableAt_iff' depends on axioms: [propext, Classical.choice, Quot.sound]
```
